# The Laguerre polynomials are orthonormal on $r>0$ with weight $e^{-r}$

For each natural number $n$, including zero, let

$$L_n(r)=\sum_{k=0}^{n}(-1)^k\binom nk\frac{r^k}{k!},$$

where $r$ is a dimensionless radius. I want to use these polynomials, multiplied by a decaying exponential, as radial functions for an atom. The claim I rely on is

$$\int_0^\infty L_m(r)\,L_n(r)\,e^{-r}\,dr=\delta_{mn}\qquad\text{for all natural } m,n.$$

Can this be derived rigorously from the explicit sum, without quoting a table of special functions, and can the derivation be checked by machine? I would also like to know what it says about radial functions with an adjustable exponent.

## Orthonormality from an alternating binomial sum

Throughout, $\binom nk=0$ when $k>n$ or $k<0$. For an exponent $\zeta>0$, an inverse length, define the reduced radial function

$$u_n(r)=\sqrt{2\zeta}\,e^{-\zeta r}L_n(2\zeta r),$$

where $r$ is now a length. "Reduced" means that $u_n$ is $r$ times the radial part of the orbital, so the volume factor $r^2$ is already absorbed and overlaps are plain integrals over $r$.

**The binomial sum.** For a sequence $f$, Pascal's rule $\binom{n+1}{k}=\binom nk+\binom n{k-1}$ gives

$$\sum_{k=0}^{n+1}(-1)^k\binom{n+1}k f(k)=\sum_{k=0}^{n}(-1)^k\binom nk\,\bigl[f(k)-f(k+1)\bigr].$$

Apply this to $f(k)=\binom{k+q}{p}$, with $p$ and $q$ natural numbers. For $p\ge1$ the bracket is $-\binom{k+q}{p-1}$, and for $p=0$ it is zero. Each increase of $n$ by one therefore lowers $p$ by one and changes the sign. Starting from $n=0$, where the sum is $\binom qp$, induction yields

$$\sum_{k=0}^{n}(-1)^k\binom nk\binom{k+q}{p}=\begin{cases}(-1)^n\binom{q}{p-n}&n\le p,\\0&n>p.\end{cases}\tag{1}$$

Setting $q=0$ leaves a nonzero value only when the two remaining indices agree. After renaming them,

$$\sum_{k=0}^{m}(-1)^k\binom mk\binom kn=(-1)^m\delta_{mn}.\tag{2}$$

**The moments.** Since $\int_0^\infty r^k e^{-r}dr=k!$ and $(k+p)!/k!=p!\binom{k+p}{p}$, integrating term by term and using (1) with $q=p$ gives

$$\int_0^\infty r^pL_n(r)e^{-r}dr=p!\sum_{k=0}^n(-1)^k\binom nk\binom{k+p}{p}=(-1)^n\,p!\binom pn.$$

The last step uses $\binom p{p-n}=\binom pn$ for $n\le p$. For $p<n$ the moment vanishes.

**The overlap.** Expand $L_m$ in powers and insert the moments. The factorials cancel, and (2) finishes the calculation:

$$\int_0^\infty L_mL_ne^{-r}dr=(-1)^n\sum_{p=0}^m(-1)^p\binom mp\binom pn=(-1)^{n+m}\delta_{mn}=\delta_{mn}.$$

**The exponent.** With $x=2\zeta r$ and $dx=2\zeta\,dr$,

$$\int_0^\infty u_mu_n\,dr=2\zeta\int_0^\infty L_m(2\zeta r)L_n(2\zeta r)e^{-2\zeta r}dr=\int_0^\infty L_m(x)L_n(x)e^{-x}dx=\delta_{mn}.$$

Here is the same argument in Lean 4 with Mathlib.

```lean
import Mathlib

open MeasureTheory
open Finset (range)

namespace LaguerreRadialBasis

noncomputable section

/-- The Laguerre polynomial `L_n(r) = ∑ (-1)^k C(n,k) r^k / k!`, with `k` from `0` to `n`. -/
def laguerre (n : ℕ) (r : ℝ) : ℝ :=
  ∑ k ∈ range (n + 1), (-1 : ℝ) ^ k * n.choose k * r ^ k / k.factorial

/-- The reduced radial function `√(2ζ) exp(-ζ r) L_n(2ζ r)` with orbital exponent `ζ`. -/
def radialFn (ζ : ℝ) (n : ℕ) (r : ℝ) : ℝ :=
  √(2 * ζ) * Real.exp (-(ζ * r)) * laguerre n (2 * ζ * r)

/-- An alternating binomial sum of order `n + 1` is the difference of two sums of order `n`,
the second one taken on the shifted sequence. -/
theorem alternating_sum_succ (n : ℕ) (f : ℕ → ℝ) :
    ∑ k ∈ range (n + 1 + 1), (-1 : ℝ) ^ k * (n + 1).choose k * f k
      = ∑ k ∈ range (n + 1), (-1 : ℝ) ^ k * n.choose k * f k
        - ∑ k ∈ range (n + 1), (-1 : ℝ) ^ k * n.choose k * f (k + 1) := by
  have hc : n.choose (n + 1) = 0 := Nat.choose_succ_self n
  have h1 := Finset.sum_range_succ (fun k => (-1 : ℝ) ^ k * n.choose k * f k) (n + 1)
  have h2 := Finset.sum_range_succ' (fun k => (-1 : ℝ) ^ k * n.choose k * f k) (n + 1)
  have h3 := Finset.sum_range_succ' (fun k => (-1 : ℝ) ^ k * (n + 1).choose k * f k) (n + 1)
  simp only [hc, Nat.cast_zero, mul_zero, zero_mul, add_zero] at h1
  simp only [pow_zero, Nat.choose_zero_right, Nat.cast_one, one_mul] at h2 h3
  -- Pascal's rule, term by term
  have h4 : ∑ k ∈ range (n + 1), (-1 : ℝ) ^ (k + 1) * (n + 1).choose (k + 1) * f (k + 1)
      = ∑ k ∈ range (n + 1), (-1 : ℝ) ^ (k + 1) * n.choose (k + 1) * f (k + 1)
        - ∑ k ∈ range (n + 1), (-1 : ℝ) ^ k * n.choose k * f (k + 1) := by
    rw [← Finset.sum_sub_distrib]
    refine Finset.sum_congr rfl fun k _ => ?_
    rw [Nat.choose_succ_succ']
    push_cast
    ring
  linear_combination h3 + h4 - h2 + h1

/-- Closed form of the alternating sum of `C(n,k) C(k+q,p)` over `k`; it vanishes for `p < n`. -/
theorem alternating_sum_choose (n p q : ℕ) :
    ∑ k ∈ range (n + 1), (-1 : ℝ) ^ k * n.choose k * (k + q).choose p
      = if n ≤ p then (-1 : ℝ) ^ n * q.choose (p - n) else 0 := by
  induction n generalizing p with
  | zero => simp
  | succ n ih =>
    refine (alternating_sum_succ n (fun k => ((k + q).choose p : ℝ))).trans ?_
    cases p with
    | zero => simp
    | succ p =>
      have h : ∑ k ∈ range (n + 1), (-1 : ℝ) ^ k * n.choose k * (k + q).choose (p + 1)
          - ∑ k ∈ range (n + 1), (-1 : ℝ) ^ k * n.choose k * (k + 1 + q).choose (p + 1)
          = -∑ k ∈ range (n + 1), (-1 : ℝ) ^ k * n.choose k * (k + q).choose p := by
        rw [← Finset.sum_sub_distrib, ← Finset.sum_neg_distrib]
        refine Finset.sum_congr rfl fun k _ => ?_
        rw [show k + 1 + q = (k + q) + 1 by omega, Nat.choose_succ_succ']
        push_cast
        ring
      rw [h, ih]
      by_cases hn : n ≤ p <;> simp [hn, pow_succ]

/-- Binomial orthogonality: the alternating sum of `C(m,k) C(k,n)` over `k` is `(-1)^m` if
`m = n` and zero otherwise. -/
theorem binomial_orthogonality (m n : ℕ) :
    ∑ k ∈ range (m + 1), (-1 : ℝ) ^ k * m.choose k * k.choose n
      = if m = n then (-1 : ℝ) ^ m else 0 := by
  have h := alternating_sum_choose m n 0
  simp only [add_zero] at h
  rw [h]
  rcases lt_trichotomy m n with h1 | h1 | h1
  · have h2 : Nat.choose 0 (n - m) = 0 := Nat.choose_eq_zero_of_lt (by omega)
    simp [h1.le, h1.ne, h2]
  · subst h1
    simp
  · simp [not_le.2 h1, h1.ne']

/-- For each `k`, the function `r^k exp(-r)` is integrable over `r > 0` and its integral
is `k!`. -/
theorem exponential_moment (k : ℕ) :
    IntegrableOn (fun r : ℝ => r ^ k * Real.exp (-r)) (Set.Ioi 0) ∧
      ∫ r in Set.Ioi (0 : ℝ), r ^ k * Real.exp (-r) = k.factorial := by
  have hk : (0 : ℝ) < (k : ℝ) + 1 := by positivity
  have h1 := Real.GammaIntegral_convergent hk
  have h2 := Real.Gamma_eq_integral hk
  rw [Real.Gamma_nat_eq_factorial] at h2
  simp only [add_sub_cancel_right, Real.rpow_natCast] at h1 h2
  refine ⟨h1.congr_fun (fun x _ => mul_comm _ _) measurableSet_Ioi, ?_⟩
  rw [h2]
  exact setIntegral_congr_fun measurableSet_Ioi (fun x _ => mul_comm _ _)

/-- The function `r^p L_n(r) exp(-r)` is integrable over `r > 0`, and its integral is
`(-1)^n p! C(p,n)`. -/
theorem laguerre_moment (p n : ℕ) :
    IntegrableOn (fun r : ℝ => r ^ p * laguerre n r * Real.exp (-r)) (Set.Ioi 0) ∧
      ∫ r in Set.Ioi (0 : ℝ), r ^ p * laguerre n r * Real.exp (-r)
        = (-1 : ℝ) ^ n * p.factorial * p.choose n := by
  have he : (fun r : ℝ => r ^ p * laguerre n r * Real.exp (-r)) = fun r =>
      ∑ k ∈ range (n + 1), ((-1 : ℝ) ^ k * n.choose k / k.factorial) *
        (r ^ (k + p) * Real.exp (-r)) := by
    funext r
    rw [laguerre, Finset.mul_sum, Finset.sum_mul]
    exact Finset.sum_congr rfl fun k _ => by ring
  rw [he]
  refine ⟨MeasureTheory.integrable_finsetSum _
    (fun k _ => Integrable.const_mul (exponential_moment (k + p)).1 _), ?_⟩
  rw [MeasureTheory.integral_finsetSum _
    (fun k _ => Integrable.const_mul (exponential_moment (k + p)).1 _)]
  simp_rw [integral_const_mul, (exponential_moment _).2]
  -- (k+p)!/k! = p! C(k+p,p) turns the moments into a binomial sum
  have hs : (if n ≤ p then (-1 : ℝ) ^ n * p.choose (p - n) else 0)
      = (-1 : ℝ) ^ n * p.choose n := by
    split_ifs with h
    · rw [Nat.choose_symm h]
    · simp [Nat.choose_eq_zero_of_lt (not_le.1 h)]
  rw [mul_right_comm, ← hs, ← alternating_sum_choose n p p, Finset.sum_mul]
  refine Finset.sum_congr rfl fun k _ => ?_
  have hf := Nat.choose_mul_factorial_mul_factorial (Nat.le_add_left p k)
  rw [Nat.add_sub_cancel] at hf
  have hk : (k.factorial : ℝ) ≠ 0 := by exact_mod_cast k.factorial_ne_zero
  rw [← hf]
  push_cast
  field_simp

/-- The Laguerre polynomials are orthonormal on `r > 0` with weight `exp(-r)`. -/
theorem laguerre_orthonormal (m n : ℕ) :
    ∫ r in Set.Ioi (0 : ℝ), laguerre m r * laguerre n r * Real.exp (-r)
      = if m = n then 1 else 0 := by
  have he : (fun r : ℝ => laguerre m r * laguerre n r * Real.exp (-r)) = fun r =>
      ∑ p ∈ range (m + 1), ((-1 : ℝ) ^ p * m.choose p / p.factorial) *
        (r ^ p * laguerre n r * Real.exp (-r)) := by
    funext r
    rw [laguerre, Finset.sum_mul, Finset.sum_mul]
    exact Finset.sum_congr rfl fun p _ => by ring
  rw [he, MeasureTheory.integral_finsetSum _
    (fun p _ => Integrable.const_mul (laguerre_moment p n).1 _)]
  simp_rw [integral_const_mul, (laguerre_moment _ n).2]
  -- the factorials cancel and binomial orthogonality remains
  have hs : ∑ p ∈ range (m + 1), ((-1 : ℝ) ^ p * m.choose p / p.factorial) *
        ((-1 : ℝ) ^ n * p.factorial * p.choose n)
      = (-1 : ℝ) ^ n * ∑ p ∈ range (m + 1), (-1 : ℝ) ^ p * m.choose p * p.choose n := by
    rw [Finset.mul_sum]
    refine Finset.sum_congr rfl fun p _ => ?_
    have hp : (p.factorial : ℝ) ≠ 0 := by exact_mod_cast p.factorial_ne_zero
    field_simp
  rw [hs, binomial_orthogonality]
  by_cases h : m = n
  · subst h
    simp [← mul_pow]
  · simp [h]

/-- For every exponent `ζ > 0` the reduced radial functions are orthonormal on `r > 0`. -/
theorem radialFn_orthonormal {ζ : ℝ} (hζ : 0 < ζ) (m n : ℕ) :
    ∫ r in Set.Ioi (0 : ℝ), radialFn ζ m r * radialFn ζ n r = if m = n then 1 else 0 := by
  have hpos : 0 < 2 * ζ := by positivity
  have he : ∀ r : ℝ, radialFn ζ m r * radialFn ζ n r = (2 * ζ) *
      (laguerre m (2 * ζ * r) * laguerre n (2 * ζ * r) * Real.exp (-(2 * ζ * r))) := by
    intro r
    have h1 : √(2 * ζ) * √(2 * ζ) = 2 * ζ := Real.mul_self_sqrt hpos.le
    have h2 : Real.exp (-(2 * ζ * r)) = Real.exp (-(ζ * r)) * Real.exp (-(ζ * r)) := by
      rw [← Real.exp_add]
      congr 1
      ring
    rw [h2, radialFn, radialFn]
    linear_combination (laguerre m (2 * ζ * r) * laguerre n (2 * ζ * r) *
      (Real.exp (-(ζ * r)) * Real.exp (-(ζ * r)))) * h1
  -- substitute x = 2ζr
  have hc := integral_comp_mul_left_Ioi
    (fun x : ℝ => laguerre m x * laguerre n x * Real.exp (-x)) 0 hpos
  simp only [mul_zero, smul_eq_mul, laguerre_orthonormal] at hc
  simp_rw [he]
  rw [integral_const_mul, hc, mul_inv_cancel_left₀ hpos.ne']

end

end LaguerreRadialBasis
```

```lean
#print axioms LaguerreRadialBasis.laguerre_orthonormal
#print axioms LaguerreRadialBasis.radialFn_orthonormal
```

```
'LaguerreRadialBasis.laguerre_orthonormal' depends on axioms: [propext, Classical.choice, Quot.sound]
'LaguerreRadialBasis.radialFn_orthonormal' depends on axioms: [propext, Classical.choice, Quot.sound]
```

### What the two orthonormality theorems say

`laguerre n r` is $L_n(r)$ as a real-valued function of a real variable. The index set `range (n + 1)` is $\{0,\dots,n\}$, `n.choose k` is $\binom nk$, and `k.factorial` is $k!$. `radialFn ζ n r` is $u_n(r)$, with the exponent as an explicit argument.

`laguerre_orthonormal` states that, for all natural `m` and `n`, the Lebesgue integral over `Set.Ioi 0`, the open half-line $r>0$, equals 1 if `m = n` and 0 otherwise. It has no further hypotheses. `radialFn_orthonormal` states the same for two reduced radial functions sharing one exponent, under the hypothesis `0 < ζ`, which expresses that the orbital decays at large distance.

Lean assigns the value 0 to the integral of a non-integrable function, so a vanishing overlap could in principle be spurious. Here it is not: `laguerre_moment` proves integrability of every term from which the polynomial overlap is assembled.

For one electron whose reduced radial function is a finite sum $\sum_n c_nu_n$ with real coefficients and a common $\zeta$, the overlap matrix is the identity and the squared norm is $\sum_n c_n^2$. The theorems give orthonormality, hence linear independence, but not completeness in the space of square-integrable functions. Nor do they cover functions with different exponents. The $u_n$ are basis functions, not eigenfunctions of an atomic Hamiltonian.

There is also a physical restriction at the nucleus. Since $L_n(0)=1$, each $u_n(0)=\sqrt{2\zeta}$ is nonzero, and the orbital $u_n/r$ diverges there. An s orbital is finite at the nucleus only if $\sum_n c_n=0$. For example, $u_0-u_1$ is proportional to $re^{-\zeta r}$ and gives a finite s orbital. For higher angular momentum the reduced radial function must vanish faster than $r$, which restricts the coefficients further.

### How the Lean proof follows the calculation

`alternating_sum_succ` is the Pascal step. It splits off the first or last terms of the sums, applies Pascal's rule to the rest term by term, and combines the resulting equations with `linear_combination`.

`alternating_sum_choose` is equation (1). The induction is on `n` with `p` left general, because the inductive step uses the hypothesis at a smaller `p`. The case split on `p` separates the constant sequence, whose two sums cancel, from the case where Pascal's rule lowers the index. `binomial_orthogonality` sets `q = 0` and compares `m` with `n`: below, equal or above.

`exponential_moment` obtains both the integrability of $r^ke^{-r}$ and the value $k!$ from Mathlib's Gamma integral at $k+1$.

In `laguerre_moment`, the equation `he` rewrites the integrand as a finite sum of constants times $r^{k+p}e^{-r}$. Integrability of each term then permits exchanging sum and integral. The auxiliary equation `hs` turns the two-case value in (1) into the single expression $(-1)^n\binom pn$, and the closing lines supply the identity for $(k+p)!/k!$.

`laguerre_orthonormal` repeats this pattern one level up. It expands only $L_m$, inserts the moments, cancels $p!$ with `field_simp`, and applies `binomial_orthogonality`. On the diagonal, the two equal signs multiply to 1.

`radialFn_orthonormal` first combines the two square roots into $2\zeta$ and the two exponentials into $e^{-2\zeta r}$. The substitution lemma `integral_comp_mul_left_Ioi` contributes the factor $(2\zeta)^{-1}$, which cancels the prefactor.

### A version that is regular at the nucleus

A different model would build the boundary condition into every function, using $r\,e^{-\zeta r}L_n^{(2)}(2\zeta r)$, where $L_n^{(2)}$ is the associated Laguerre polynomial

$$L_n^{(2)}(x)=\sum_{k=0}^n(-1)^k\binom{n+2}{n-k}\frac{x^k}{k!}.$$

The weight in the dimensionless integral then becomes $x^2e^{-x}$, and the diagonal integrals become $(n+1)(n+2)$ instead of 1, so each function needs its own normalisation constant. In return, every function vanishes at $r=0$ and gives a finite s orbital there. The definition used above keeps the polynomials orthonormal as they stand and leaves the condition at the nucleus to the coefficients.
